# For 0 < s < 4m², the integral ∫₀¹ dx/(m² − s x(1−x)) has an arcsine closed form, and it diverges as s rises to 4m²

For a scalar loop of two particles of equal mass m > 0 in two spacetime dimensions, with squared momentum s between 0 and the pair threshold 4m², the Feynman-parameter integral

B(s) = ∫₀¹ dx / (m² − s x(1−x))

equals

B(s) = 4 arcsin(√s/(2m)) / √(s(4m² − s)),

and it grows without bound as s approaches 4m² from below. I can find the antiderivative by completing the square, but I would like to see the whole argument made rigorous and machine-checked, including the behaviour at threshold. Can that be done in Lean?

## Closed form and divergence for every m > 0

Yes. Both claims are proved in the Lean 4 file below. It also contains the spacelike formula, the strength of the threshold singularity, strict monotonicity in s, and a pole condition for a chain of bubbles.

### From completing the square to the threshold

On 0 ≤ x ≤ 1 we have 0 ≤ x(1−x) ≤ 1/4. The denominator is therefore at least m² when s ≤ 0, and at least m² − s/4 > 0 when 0 ≤ s < 4m². The integrand is continuous, and the integral is an ordinary one.

For 0 < s < 4m², let D = √(s(4m² − s)). Completing the square gives

4s (m² − s x(1−x)) = D² + s²(2x−1)².

Hence the function F(x) = (2/D) arctan(s(2x−1)/D) has derivative

F′(x) = 4s / (D² + s²(2x−1)²) = 1/(m² − s x(1−x)).

Since arctan is odd, the two endpoints contribute equally:

B(s) = F(1) − F(0) = (4/D) arctan(s/D).

The angle θ = arctan(s/D) lies between 0 and π/2, and D² + s² = 4m²s, so

sin θ = s/√(D² + s²) = √s/(2m).

This turns the arctangent into the arcsine of the claim.

For spacelike momentum, put s = −Q² with Q > 0, and let R = √(Q² + 4m²). The denominator is now a difference of squares,

m² + Q² x(1−x) = (R² − Q²(2x−1)²)/4,

and partial fractions give the antiderivative

(1/(QR)) [ln(R + Q(2x−1)) − ln(R − Q(2x−1))].

Its endpoint difference is (2/(QR)) ln((R+Q)/(R−Q)). Because (R+Q)(R−Q) = 4m², the ratio in the logarithm is ((R+Q)/(2m))². Since arsinh(Q/(2m)) = ln((Q+R)/(2m)),

B(−Q²) = 4 arsinh(Q/(2m)) / (Q√(Q² + 4m²)).

Near threshold, multiply the arcsine formula by √(4m² − s):

√(4m² − s) B(s) = 4 arcsin(√s/(2m))/√s → 4(π/2)/(2m) = π/m.

The limit is positive while √(4m² − s) tends to 0 from above, so B(s) tends to infinity.

If s < t < 4m², the integrand at t is at least the one at s, and it is strictly larger for 0 < x < 1. Thus B(s) < B(t).

Finally, take a coupling g with 0 < g < m² and set a = 4(m² − g), which lies between 0 and 4m². At s = a the denominator is

m² − a x(1−x) = g + (m² − g)(2x−1)² ≥ g,

so B(a) ≤ 1/g. Close enough to threshold, B is at least 1/g. By continuity B takes the value 1/g somewhere in between, and by strict monotonicity it does so only once.

### What the theorems say about the loop

The definition `bubble m s` is the integral itself, with real mass `m` and real squared momentum `s` in units where ħ = c = 1. Timelike momentum has s > 0. No prefactor from the loop measure is included.

- `bubble_eq_arcsin` assumes `0 < m`, `0 < s` and `s < 4 * m ^ 2`, and gives the closed form.
- `bubble_spacelike` gives the arsinh formula at `-Q ^ 2` for positive `m` and `Q`.
- `bubble_threshold_strength` and `bubble_tendsto_atTop` are limits along `𝓝[<] (4 * m ^ 2)`, which means s approaching 4m² strictly from below. The target `atTop` means +∞.
- `bubble_strictMonoOn` covers all of `Iio (4 * m ^ 2)`, that is, every s < 4m², including zero and negative values.
- `bubble_chain_pole` says, through `∃!`, that exactly one s in the open interval (0, 4m²) satisfies `g * bubble m s = 1`.

The constant g stands for the strength of an attractive contact interaction, with the loop prefactor absorbed into it; it has the dimension of mass squared. Summing a chain of bubbles as a geometric series produces the factor 1/(1 − gB(s)), whose pole marks a bound state. The file takes the pole condition as its starting point and does not construct the chain. As B(0) = 1/m², the hypothesis g < m² says that gB is still below 1 at s = 0. For quantum mechanics this means that, in a two-dimensional spacetime model keeping only this chain, even an arbitrarily weak attraction gives a bound-state pole below threshold.

The dimension matters. Up to a constant factor, B is the scalar bubble in two spacetime dimensions. The photon vacuum polarisation of four-dimensional QED has a logarithm in its parameter integral and is not treated here, and the threshold divergence should not be carried over to it. The region above threshold, with its iε prescription and imaginary part, is also absent: for s ≥ 4m² the integrand is not integrable, and Lean's integral then returns 0 by convention.

### The Lean file

```lean
import Mathlib

open Real Set Filter Topology MeasureTheory

namespace BubbleBelowThreshold

noncomputable section

/-- The Feynman-parameter integral of the equal-mass scalar bubble in two spacetime dimensions,
without its constant prefactor, for mass `m` and squared momentum `s`. -/
def bubble (m s : ℝ) : ℝ := ∫ x in (0:ℝ)..1, 1 / (m ^ 2 - s * (x * (1 - x)))

/-- Below threshold the Feynman denominator is positive for every parameter in `[0,1]`. -/
theorem denom_pos {m s x : ℝ} (hm : 0 < m) (hs : s < 4 * m ^ 2) (hx : x ∈ Icc (0:ℝ) 1) :
    0 < m ^ 2 - s * (x * (1 - x)) := by
  have p0 : 0 ≤ x * (1 - x) := mul_nonneg hx.1 (by linarith [hx.2])
  have p1 : x * (1 - x) ≤ 1 / 4 := by nlinarith [sq_nonneg (2 * x - 1)]
  have hm2 : 0 < m ^ 2 := by positivity
  rcases le_total s 0 with h | h
  · linarith [mul_nonneg (neg_nonneg.2 h) p0]
  · linarith [mul_le_mul_of_nonneg_left p1 h]

/-- Below threshold the Feynman integrand is continuous on `[0,1]`. -/
theorem integrand_continuousOn {m s : ℝ} (hm : 0 < m) (hs : s < 4 * m ^ 2) :
    ContinuousOn (fun x : ℝ => 1 / (m ^ 2 - s * (x * (1 - x)))) (Icc 0 1) :=
  continuousOn_const.div (by fun_prop) (fun _ hx => (denom_pos hm hs hx).ne')

/-- Closed form of the bubble for timelike momentum below the pair threshold. -/
theorem bubble_eq_arcsin {m s : ℝ} (hm : 0 < m) (hs0 : 0 < s) (hs : s < 4 * m ^ 2) :
    bubble m s = 4 * arcsin (√s / (2 * m)) / √(s * (4 * m ^ 2 - s)) := by
  have hpos : 0 < s * (4 * m ^ 2 - s) := mul_pos hs0 (by linarith)
  obtain ⟨D, hDdef⟩ : ∃ D, D = √(s * (4 * m ^ 2 - s)) := ⟨_, rfl⟩
  have hD : 0 < D := by rw [hDdef]; exact Real.sqrt_pos.2 hpos
  have hD2 : D ^ 2 = s * (4 * m ^ 2 - s) := by rw [hDdef]; exact Real.sq_sqrt hpos.le
  have hDn : D ^ 2 ≠ 0 := by positivity
  rw [← hDdef]
  -- completing the square gives an arctangent antiderivative
  have hder : ∀ x ∈ uIcc (0:ℝ) 1, HasDerivAt (fun y : ℝ => 2 / D * arctan (s * (2 * y - 1) / D))
      (1 / (m ^ 2 - s * (x * (1 - x)))) x := by
    intro x hx
    rw [uIcc_of_le zero_le_one] at hx
    have hp := denom_pos hm hs hx
    have h1 : HasDerivAt (fun y : ℝ => s * (2 * y - 1) / D) (s * 2 / D) x :=
      (((((hasDerivAt_id x).const_mul 2).sub_const 1).const_mul s).div_const D).congr_deriv
        (by ring)
    refine (h1.arctan.const_mul (2 / D)).congr_deriv ?_
    have key : 1 + (s * (2 * x - 1) / D) ^ 2
        = 4 * s * (m ^ 2 - s * (x * (1 - x))) / D ^ 2 := by
      rw [div_pow, eq_div_iff hDn, add_mul, div_mul_cancel₀ _ hDn, hD2]; ring
    rw [key]
    generalize m ^ 2 - s * (x * (1 - x)) = P at hp ⊢
    field_simp
    ring
  -- the endpoint angle, rewritten as an arcsine
  have harc : arctan (s / D) = arcsin (√s / (2 * m)) := by
    have hq : √s ^ 2 = s := Real.sq_sqrt hs0.le
    have hr : 0 < √s := Real.sqrt_pos.2 hs0
    have h1 : 1 + (s / D) ^ 2 = (2 * m * √s / D) ^ 2 := by
      rw [div_pow, div_pow, mul_pow, hq, eq_div_iff hDn, add_mul, div_mul_cancel₀ _ hDn, hD2]
      ring
    rw [Real.arctan_eq_arcsin, h1, Real.sqrt_sq (by positivity)]
    congr 1
    rw [div_div_div_cancel_right₀ hD.ne', div_eq_div_iff (by positivity) (by positivity)]
    linear_combination (-(2 * m)) * hq
  unfold bubble
  refine (intervalIntegral.integral_eq_sub_of_hasDerivAt hder
    ((integrand_continuousOn hm hs).intervalIntegrable_of_Icc zero_le_one)).trans ?_
  show 2 / D * arctan (s * (2 * 1 - 1) / D) - 2 / D * arctan (s * (2 * 0 - 1) / D) = _
  rw [show s * (2 * 1 - 1) / D = s / D by ring, show s * (2 * 0 - 1) / D = -(s / D) by ring,
    Real.arctan_neg, harc]
  ring

/-- Closed form of the bubble for spacelike momentum, `s = -Q²`. -/
theorem bubble_spacelike {m Q : ℝ} (hm : 0 < m) (hQ : 0 < Q) :
    bubble m (-Q ^ 2) = 4 * arsinh (Q / (2 * m)) / (Q * √(Q ^ 2 + 4 * m ^ 2)) := by
  have hs : -Q ^ 2 < 4 * m ^ 2 := by nlinarith [pow_pos hm 2, pow_pos hQ 2]
  obtain ⟨R, hRdef⟩ : ∃ R, R = √(Q ^ 2 + 4 * m ^ 2) := ⟨_, rfl⟩
  have hR : 0 < R := by rw [hRdef]; exact Real.sqrt_pos.2 (by positivity)
  have hR2 : R ^ 2 = Q ^ 2 + 4 * m ^ 2 := by rw [hRdef]; exact Real.sq_sqrt (by positivity)
  have hQR : Q < R := by nlinarith [pow_pos hm 2]
  rw [← hRdef]
  have alg : ∀ A B : ℝ, 0 < A → 0 < B → A + B = 2 * R →
      1 / (Q * R) * (Q * 2 / A - -(Q * 2) / B) = 1 / (A * B / 4) := by
    intro A B hA hB hAB
    have h : Q * 2 / A - -(Q * 2) / B = Q * 2 * (A + B) / (A * B) := by
      field_simp
      ring
    rw [h, hAB]
    field_simp
    ring
  -- partial fractions give a logarithmic antiderivative
  have hder : ∀ x ∈ uIcc (0:ℝ) 1, HasDerivAt (fun y : ℝ => 1 / (Q * R) *
      (log (R + Q * (2 * y - 1)) - log (R - Q * (2 * y - 1))))
      (1 / (m ^ 2 - -Q ^ 2 * (x * (1 - x)))) x := by
    intro x hx
    rw [uIcc_of_le zero_le_one] at hx
    have hA : 0 < R + Q * (2 * x - 1) := by nlinarith [mul_nonneg hQ.le hx.1]
    have hB : 0 < R - Q * (2 * x - 1) := by nlinarith [mul_nonneg hQ.le (sub_nonneg.2 hx.2)]
    have h0 : HasDerivAt (fun y : ℝ => Q * (2 * y - 1)) (Q * 2) x :=
      ((((hasDerivAt_id x).const_mul 2).sub_const 1).const_mul Q).congr_deriv (by ring)
    refine ((((h0.const_add R).log hA.ne').fun_sub ((h0.const_sub R).log hB.ne')).const_mul
      (1 / (Q * R))).congr_deriv ?_
    rw [alg _ _ hA hB (by ring)]
    congr 1
    linear_combination (1 / 4) * hR2
  have hlog : log (R + Q) + log (R - Q) = log (2 * m) + log (2 * m) := by
    rw [← Real.log_mul (by linarith) (by linarith), ← Real.log_mul (by positivity) (by positivity)]
    congr 1
    linear_combination hR2
  have hars : arsinh (Q / (2 * m)) = log (R + Q) - log (2 * m) := by
    have h1 : 1 + (Q / (2 * m)) ^ 2 = (R / (2 * m)) ^ 2 := by
      rw [div_pow, div_pow, hR2]
      field_simp
      ring
    rw [Real.arsinh, h1, Real.sqrt_sq (by positivity), ← add_div, add_comm Q R,
      Real.log_div (by positivity) (by positivity)]
  unfold bubble
  refine (intervalIntegral.integral_eq_sub_of_hasDerivAt hder
    ((integrand_continuousOn hm hs).intervalIntegrable_of_Icc zero_le_one)).trans ?_
  show 1 / (Q * R) * (log (R + Q * (2 * 1 - 1)) - log (R - Q * (2 * 1 - 1)))
    - 1 / (Q * R) * (log (R + Q * (2 * 0 - 1)) - log (R - Q * (2 * 0 - 1))) = _
  rw [show R + Q * (2 * 1 - 1) = R + Q by ring, show R - Q * (2 * 1 - 1) = R - Q by ring,
    show R + Q * (2 * 0 - 1) = R - Q by ring, show R - Q * (2 * 0 - 1) = R + Q by ring, hars]
  linear_combination (-2 / (Q * R)) * hlog

/-- As `s` increases to `4m²`, the bubble times `√(4m² - s)` tends to `π/m`. -/
theorem bubble_threshold_strength {m : ℝ} (hm : 0 < m) :
    Tendsto (fun s => √(4 * m ^ 2 - s) * bubble m s) (𝓝[<] (4 * m ^ 2)) (𝓝 (π / m)) := by
  have hv : √(4 * m ^ 2) = 2 * m := by
    rw [show 4 * m ^ 2 = (2 * m) ^ 2 by ring, Real.sqrt_sq (by positivity)]
  have hc : ContinuousAt (fun s : ℝ => 4 * arcsin (√s / (2 * m)) / √s) (4 * m ^ 2) :=
    ContinuousAt.div (continuous_const.mul (Real.continuous_arcsin.comp
      (Real.continuous_sqrt.div_const _))).continuousAt Real.continuous_sqrt.continuousAt
      (Real.sqrt_pos.2 (by positivity)).ne'
  have hval : 4 * arcsin (√(4 * m ^ 2) / (2 * m)) / √(4 * m ^ 2) = π / m := by
    rw [hv, div_self (by positivity), Real.arcsin_one]
    field_simp
    ring
  have ht := hc.tendsto.mono_left (nhdsWithin_le_nhds (s := Iio (4 * m ^ 2)))
  rw [hval] at ht
  refine ht.congr' ?_
  filter_upwards [Ioo_mem_nhdsLT (show (0:ℝ) < 4 * m ^ 2 by positivity)] with s hs
  have hr : 0 < √s := Real.sqrt_pos.2 hs.1
  have hq : 0 < √(4 * m ^ 2 - s) := Real.sqrt_pos.2 (sub_pos.2 hs.2)
  rw [bubble_eq_arcsin hm hs.1 hs.2, Real.sqrt_mul hs.1.le]
  generalize arcsin (√s / (2 * m)) = a
  generalize √(4 * m ^ 2 - s) = q at hq ⊢
  generalize √s = r at hr ⊢
  field_simp

/-- The bubble tends to infinity as `s` increases to the pair threshold `4m²`. -/
theorem bubble_tendsto_atTop {m : ℝ} (hm : 0 < m) :
    Tendsto (bubble m) (𝓝[<] (4 * m ^ 2)) atTop := by
  have hcont : Continuous (fun s : ℝ => √(4 * m ^ 2 - s)) := by fun_prop
  have h0 : Tendsto (fun s : ℝ => √(4 * m ^ 2 - s)) (𝓝[<] (4 * m ^ 2)) (𝓝[>] 0) := by
    refine tendsto_nhdsWithin_iff.2
      ⟨(hcont.tendsto' (4 * m ^ 2) 0 (by simp)).mono_left nhdsWithin_le_nhds, ?_⟩
    filter_upwards [self_mem_nhdsWithin] with s hs using Real.sqrt_pos.2 (sub_pos.2 hs)
  have hi : Tendsto (fun s : ℝ => (√(4 * m ^ 2 - s))⁻¹) (𝓝[<] (4 * m ^ 2)) atTop :=
    tendsto_inv_nhdsGT_zero.comp h0
  refine (hi.atTop_mul_pos (div_pos Real.pi_pos hm) (bubble_threshold_strength hm)).congr' ?_
  filter_upwards [self_mem_nhdsWithin] with s hs
  exact inv_mul_cancel_left₀ (Real.sqrt_pos.2 (sub_pos.2 hs)).ne' _

/-- The bubble increases strictly with `s` everywhere below threshold. -/
theorem bubble_strictMonoOn {m : ℝ} (hm : 0 < m) :
    StrictMonoOn (bubble m) (Iio (4 * m ^ 2)) := by
  intro s hs t ht hst
  refine intervalIntegral.integral_lt_integral_of_continuousOn_of_le_of_exists_lt zero_lt_one
    (integrand_continuousOn hm hs) (integrand_continuousOn hm ht) ?_ ⟨1 / 2, by norm_num, ?_⟩
  · intro x hx
    have p0 : 0 ≤ x * (1 - x) := mul_nonneg hx.1.le (by linarith [hx.2])
    exact one_div_le_one_div_of_le (denom_pos hm ht ⟨hx.1.le, hx.2⟩)
      (by linarith [mul_le_mul_of_nonneg_right hst.le p0])
  · exact one_div_lt_one_div_of_lt (denom_pos hm ht (by norm_num)) (by linarith)

/-- For every coupling `0 < g < m²` the pole condition `g B(s) = 1` of a chain of bubbles has
exactly one solution with `0 < s < 4m²`. -/
theorem bubble_chain_pole {m g : ℝ} (hm : 0 < m) (hg : 0 < g) (hgm : g < m ^ 2) :
    ∃! s, s ∈ Ioo 0 (4 * m ^ 2) ∧ g * bubble m s = 1 := by
  obtain ⟨a, ha⟩ : ∃ a, a = 4 * (m ^ 2 - g) := ⟨_, rfl⟩
  have ha0 : 0 < a := by linarith
  have ha1 : a < 4 * m ^ 2 := by linarith
  -- at `s = a` the integrand never exceeds `1/g`
  have hlow : bubble m a ≤ 1 / g := by
    have h := intervalIntegral.integral_mono_on (μ := volume) zero_le_one
      ((integrand_continuousOn hm ha1).intervalIntegrable_of_Icc zero_le_one)
      (continuous_const.intervalIntegrable (μ := volume) (0:ℝ) 1 :
        IntervalIntegrable (fun _ : ℝ => 1 / g) volume 0 1)
      (fun x _ => one_div_le_one_div_of_le hg (by
        rw [ha]; nlinarith [mul_nonneg (sub_nonneg.2 hgm.le) (sq_nonneg (2 * x - 1))]))
    rw [intervalIntegral.integral_const, sub_zero, one_smul] at h
    exact h
  -- close to threshold the bubble is at least `1/g`
  have hnear : ∀ᶠ s in 𝓝[<] (4 * m ^ 2), s ∈ Ioo a (4 * m ^ 2) := Ioo_mem_nhdsLT ha1
  obtain ⟨b, hb, hbI⟩ :=
    (((bubble_tendsto_atTop hm).eventually_ge_atTop (1 / g)).and hnear).exists
  have hcont : ContinuousOn (bubble m) (Icc a b) := by
    have hn : Continuous (fun s : ℝ => 4 * arcsin (√s / (2 * m))) :=
      continuous_const.mul (Real.continuous_arcsin.comp (Real.continuous_sqrt.div_const _))
    have hd : Continuous (fun s : ℝ => √(s * (4 * m ^ 2 - s))) := by fun_prop
    refine (hn.continuousOn.div hd.continuousOn (fun s hs => ?_)).congr
      (fun s hs => bubble_eq_arcsin hm (ha0.trans_le hs.1) (hs.2.trans_lt hbI.2))
    exact (Real.sqrt_pos.2 (mul_pos (ha0.trans_le hs.1)
      (sub_pos.2 (hs.2.trans_lt hbI.2)))).ne'
  obtain ⟨s, hs, hse⟩ := intermediate_value_Icc hbI.1.le hcont ⟨hlow, hb⟩
  have hs4 : s < 4 * m ^ 2 := hs.2.trans_lt hbI.2
  refine ⟨s, ⟨⟨ha0.trans_le hs.1, hs4⟩, by rw [hse]; exact mul_one_div_cancel hg.ne'⟩, ?_⟩
  rintro t ⟨ht, hte⟩
  refine (bubble_strictMonoOn hm).injOn ht.2 hs4 ?_
  rw [hse, eq_div_iff hg.ne', mul_comm]
  exact hte

end

end BubbleBelowThreshold
```

```lean
#print axioms BubbleBelowThreshold.bubble_eq_arcsin
-- 'BubbleBelowThreshold.bubble_eq_arcsin' depends on axioms: [propext, Classical.choice, Quot.sound]
#print axioms BubbleBelowThreshold.bubble_spacelike
-- 'BubbleBelowThreshold.bubble_spacelike' depends on axioms: [propext, Classical.choice, Quot.sound]
#print axioms BubbleBelowThreshold.bubble_chain_pole
-- 'BubbleBelowThreshold.bubble_chain_pole' depends on axioms: [propext, Classical.choice, Quot.sound]
```

### How the proofs follow the calculation

`denom_pos` proves the positivity of the denominator, splitting on the sign of s. `integrand_continuousOn` turns this into continuity on [0,1], which supplies the integrability needed later.

In `bubble_eq_arcsin`, the step `hder` verifies the derivative of the arctangent antiderivative, and `key` inside it is the completed square divided by D². The step `harc` converts the endpoint angle with Mathlib's identity arctan y = arcsin(y/√(1+y²)). The fundamental theorem of calculus, `intervalIntegral.integral_eq_sub_of_hasDerivAt`, then gives the integral as an endpoint difference.

`bubble_spacelike` has the same structure. Here `alg` recombines the partial fractions, `hlog` encodes (R+Q)(R−Q) = 4m² as a relation between logarithms, and `hars` writes arsinh as a logarithm.

For `bubble_threshold_strength`, `hc` shows that 4 arcsin(√s/(2m))/√s is continuous at s = 4m², and `hval` evaluates it there as π/m. The closed form identifies this function with √(4m² − s) B(s) for 0 < s < 4m², which is enough for a limit from below. `bubble_tendsto_atTop` then writes B as 1/√(4m² − s), which tends to infinity, times a factor with the positive limit π/m.

`bubble_strictMonoOn` compares the integrands. Mathlib's lemma asks for a weak inequality throughout and a strict one at a single point, for which the proof uses x = 1/2.

In `bubble_chain_pole`, `hlow` is the bound B(a) ≤ 1/g. The limit `bubble_tendsto_atTop` supplies a point b between a and 4m² with B(b) ≥ 1/g. Continuity on [a, b], proved as `hcont`, is read off from the arcsine formula, so no differentiation or limit under the integral sign is needed. `intermediate_value_Icc` produces the solution, and the injectivity that comes with strict monotonicity shows that any other solution equals it.
